# Linear Thomas–Fermi screening lengthens an empty planar capacitor by its two screening lengths

Before electrolyte is added to a constant-potential simulation cell, the empty cell can be run at a fixed voltage V and the field in its gap compared with a predicted value. Here V is the difference between the electrostatic potentials deep inside the two electrodes. For planar continuum metals of infinite thickness with linear Thomas–Fermi screening and the background permittivity of vacuum, a vacuum gap of width L and screening lengths l₁ and l₂, the predicted value is

E = V/(L + l₁ + l₂).

For equal metals of screening length l, E = V/(L + 2l), the field of an ideal capacitor whose plates are 2l further apart.

In Lean 4 with Mathlib:

```lean
import Mathlib

open Set

namespace ThomasFermiCapacitor

noncomputable section
```

The left metal fills x < 0 and is held at V; the right metal fills x > L and is held at 0. The potential φ : ℝ → ℝ satisfies

φ″ = (φ − V)/l₁² for x < 0,
φ″ = 0 for 0 < x < L,
φ″ = φ/l₂² for x > L.

In each metal the induced charge is thus proportional to the local deviation from the electrode potential. In the structure below, `HasDerivAt (deriv φ) c x` says that φ″ exists at x and equals c. At the surfaces no second derivative is required, only continuity of φ and φ′. Physically, there is no charge sheet there and the background permittivity is the same on both sides. Boundedness selects the screened solution in metals of infinite thickness. Atomic structure, nonlinear screening and electrolyte are absent from the model.

```lean
/-- The electrostatic potential of two Thomas-Fermi metals, held at `V` (for `x < 0`) and at `0`
(for `x > L`), with screening lengths `l₁` and `l₂` and an empty gap between them. -/
structure IsCapacitorPotential (V L l₁ l₂ : ℝ) (φ : ℝ → ℝ) : Prop where
  differentiable : Differentiable ℝ φ
  continuous_deriv : Continuous (deriv φ)
  bounded : ∃ M, ∀ x, |φ x| ≤ M
  left : ∀ x < 0, HasDerivAt (deriv φ) ((φ x - V) / l₁ ^ 2) x
  gap : ∀ x ∈ Ioo 0 L, HasDerivAt (deriv φ) 0 x
  right : ∀ x > L, HasDerivAt (deriv φ) (φ x / l₂ ^ 2) x
```

The predicted field gets a name. V may have either sign or vanish; the theorems about the capacitor take L, l₁ and l₂ positive where they need it.

```lean
/-- The field of an ideal capacitor with plate distance `L + l₁ + l₂` at voltage `V`. -/
def gapField (V L l₁ l₂ : ℝ) : ℝ := V / (L + l₁ + l₂)
```

With E for this field, the candidate potential is

φ = V − E l₁ exp(x/l₁) for x < 0,
φ = V − E(l₁ + x) for 0 ≤ x ≤ L,
φ = E l₂ exp(−(x − L)/l₂) for x > L.

```lean
/-- The explicit potential: exponential in each metal and linear in the gap. -/
def profile (V L l₁ l₂ x : ℝ) : ℝ :=
  if x < 0 then V - gapField V L l₁ l₂ * l₁ * Real.exp (x / l₁)
  else if x ≤ L then V - gapField V L l₁ l₂ * (l₁ + x)
  else gapField V L l₁ l₂ * l₂ * Real.exp (-(x - L) / l₂)
```

A continuous function with zero derivative inside an interval takes equal values at its ends, by the mean value theorem.

```lean
/-- A continuous function whose derivative vanishes inside an interval has equal end values. -/
lemma eq_of_deriv_zero {h : ℝ → ℝ} {a b : ℝ} (hab : a ≤ b) (hc : Continuous h)
    (hd : ∀ x ∈ Ioo a b, HasDerivAt h 0 x) : h b = h a := by
  rcases hab.eq_or_lt with rfl | hlt
  · rfl
  obtain ⟨c, _, h0⟩ := exists_hasDerivAt_eq_slope h (fun _ => 0) hlt hc.continuousOn hd
  have h1 : (h b - h a) / (b - a) = 0 := h0.symm
  rcases div_eq_zero_iff.1 h1 with h2 | h2 <;> linarith
```

Now take one metal on x > a, with u′ = g, g′ = u/l² and |u| ≤ M. For k = ±1/l,

(g + ku)′ = u/l² + kg = k(g + ku),

so g + ku = (g(a) + k u(a)) exp(k(x − a)). The code obtains this by showing that (g + ku) exp(−k(x − a)) has zero derivative. Write P = g(a) + u(a)/l, Q = g(a) − u(a)/l and t = (x − a)/l. Subtracting the two cases gives

2u/l = P exp(t) − Q exp(−t),
|P| exp(t) ≤ 2M/l + |Q| for t > 0.

Since exp(t) ≥ 1 + t, a large t contradicts this unless P = 0. Hence g(a) = −u(a)/l, and the same subtraction leaves u(x) = u(a) exp(−(x − a)/l).

```lean
/-- A bounded solution of the screening equation `u'' = u / l²` on a half-line decays
exponentially with length `l`, and its slope at the surface is `-u / l`. -/
theorem screened_halfline {u g : ℝ → ℝ} {a l M : ℝ} (hl : 0 < l) (hu : Continuous u)
    (hg : Continuous g) (hu' : ∀ x > a, HasDerivAt u (g x) x)
    (hg' : ∀ x > a, HasDerivAt g (u x / l ^ 2) x) (hM : ∀ x > a, |u x| ≤ M) :
    g a = -(u a) / l ∧ ∀ x ≥ a, u x = u a * Real.exp (-(x - a) / l) := by
  -- for k = ± 1/l the combination u' + k u is a pure exponential
  have key : ∀ k : ℝ, k ^ 2 = 1 / l ^ 2 → ∀ x ≥ a,
      g x + k * u x = (g a + k * u a) * Real.exp (k * (x - a)) := by
    intro k hk x hx
    have hd : ∀ y ∈ Ioo a x,
        HasDerivAt (fun y => (g y + k * u y) * Real.exp (-(k * (y - a)))) 0 y := by
      intro y hy
      have h1 := (hg' y hy.1).fun_add ((hu' y hy.1).const_mul k)
      have h2 : HasDerivAt (fun y => Real.exp (-(k * (y - a))))
          (Real.exp (-(k * (y - a))) * (-(k * 1))) y :=
        ((((hasDerivAt_id' y).sub_const a).const_mul k).fun_neg).exp
      refine (h1.fun_mul h2).congr_deriv ?_
      linear_combination (-(u y) * Real.exp (-(k * (y - a)))) * hk
    have h := eq_of_deriv_zero hx (by fun_prop) hd
    have h' : (g x + k * u x) * Real.exp (-(k * (x - a))) = g a + k * u a := by
      simpa using h
    have e : Real.exp (-(k * (x - a))) * Real.exp (k * (x - a)) = 1 := by
      rw [← Real.exp_add, neg_add_cancel, Real.exp_zero]
    linear_combination Real.exp (k * (x - a)) * h' - (g x + k * u x) * e
  have kp := key l⁻¹ (by ring)
  have km := key (-l⁻¹) (by ring)
  -- boundedness removes the growing exponential
  have hP0 : g a + l⁻¹ * u a = 0 := by
    by_contra hne
    obtain ⟨P, hP⟩ : ∃ P, P = g a + l⁻¹ * u a := ⟨_, rfl⟩
    obtain ⟨Q, hQ⟩ : ∃ Q, Q = g a + -l⁻¹ * u a := ⟨_, rfl⟩
    rw [← hP] at hne kp
    rw [← hQ] at km
    have hPpos : 0 < |P| := abs_pos.2 hne
    have hM0 : 0 ≤ M := (abs_nonneg _).trans (hM (a + 1) (by linarith))
    obtain ⟨t, ht⟩ : ∃ t, t = (2 * l⁻¹ * M + |Q| * 1) / |P| + 1 := ⟨_, rfl⟩
    have htpos : 0 < t := by rw [ht]; positivity
    have hx : a + l * t > a := by
      have := mul_pos hl htpos
      linarith
    have ht' : l⁻¹ * (a + l * t - a) = t := by
      rw [add_sub_cancel_left, inv_mul_cancel_left₀ hl.ne']
    have h1 := kp _ hx.le
    have h2 := km _ hx.le
    rw [ht'] at h1
    rw [neg_mul l⁻¹ (a + l * t - a), ht'] at h2
    have h3 : P * Real.exp t = 2 * l⁻¹ * u (a + l * t) + Q * Real.exp (-t) := by
      linear_combination h2 - h1
    have hex : Real.exp (-t) ≤ 1 := Real.exp_le_one_iff.2 (by linarith)
    have h4 : |P| * Real.exp t ≤ 2 * l⁻¹ * M + |Q| * 1 := by
      calc |P| * Real.exp t = |2 * l⁻¹ * u (a + l * t) + Q * Real.exp (-t)| := by
            rw [← h3, abs_mul, abs_of_pos (Real.exp_pos t)]
        _ ≤ |2 * l⁻¹ * u (a + l * t)| + |Q * Real.exp (-t)| := abs_add_le _ _
        _ = 2 * l⁻¹ * |u (a + l * t)| + |Q| * Real.exp (-t) := by
            rw [abs_mul, abs_mul Q, abs_of_pos (Real.exp_pos _),
              abs_of_pos (show 0 < 2 * l⁻¹ by positivity)]
        _ ≤ 2 * l⁻¹ * M + |Q| * 1 :=
            add_le_add (mul_le_mul_of_nonneg_left (hM _ hx) (by positivity))
              (mul_le_mul_of_nonneg_left hex (abs_nonneg _))
    have h5 : |P| * t = 2 * l⁻¹ * M + |Q| * 1 + |P| := by
      rw [ht, mul_add, mul_div_cancel₀ _ hPpos.ne', mul_one |P|]
    have h6 := mul_le_mul_of_nonneg_left (Real.add_one_le_exp t) hPpos.le
    linarith
  refine ⟨by linear_combination hP0, fun x hx => ?_⟩
  have h1 := kp x hx
  have h2 := km x hx
  rw [hP0] at h1
  rw [show -l⁻¹ * (x - a) = -(x - a) / l by ring] at h2
  refine mul_left_cancel₀ (inv_ne_zero hl.ne') ?_
  linear_combination (h1 - h2) / 2 - Real.exp (-(x - a) / l) / 2 * hP0
```

For the left metal, reflect: u(y) = φ(−y) − V and g(y) = −φ′(−y) satisfy the same equations on y > 0, with |u| ≤ M + |V|. Therefore

φ′(0) = (φ(0) − V)/l₁,
φ(x) = V + (φ(0) − V) exp(x/l₁) for x ≤ 0.

```lean
variable {V L l₁ l₂ : ℝ} {φ : ℝ → ℝ}

/-- In the left metal the potential relaxes exponentially to `V`, and its slope at the surface
is the surface deviation from `V` divided by the screening length. -/
theorem left_electrode (h : IsCapacitorPotential V L l₁ l₂ φ) (h₁ : 0 < l₁) :
    deriv φ 0 = (φ 0 - V) / l₁ ∧ ∀ x ≤ 0, φ x = V + (φ 0 - V) * Real.exp (x / l₁) := by
  obtain ⟨M, hM⟩ := h.bounded
  have hc := h.differentiable.continuous
  have hc' := h.continuous_deriv
  -- reflect the metal onto the positive half-line
  have hu : ∀ y > (0 : ℝ), HasDerivAt (fun y => φ (-y) - V) (-deriv φ (-y)) y := by
    intro y _
    have h1 := (h.differentiable (-y)).hasDerivAt.comp y (hasDerivAt_neg y)
    exact (h1.sub_const V).congr_deriv (by ring)
  have hg : ∀ y > (0 : ℝ),
      HasDerivAt (fun y => -deriv φ (-y)) ((φ (-y) - V) / l₁ ^ 2) y := by
    intro y hy
    have h1 := (h.left (-y) (by linarith)).comp y (hasDerivAt_neg y)
    exact h1.fun_neg.congr_deriv (by ring)
  have hb : ∀ y > (0 : ℝ), |φ (-y) - V| ≤ M + |V| := by
    intro y _
    have h1 := abs_add_le (φ (-y)) (-V)
    rw [abs_neg, ← sub_eq_add_neg] at h1
    linarith [hM (-y)]
  obtain ⟨h1, h2⟩ := screened_halfline (u := fun y => φ (-y) - V)
    (g := fun y => -deriv φ (-y)) h₁ (by fun_prop) (by fun_prop) hu hg hb
  simp only [neg_zero] at h1 h2
  refine ⟨by linear_combination -h1, fun x hx => ?_⟩
  have h3 := h2 (-x) (by linarith)
  rw [neg_neg, show -(-x - 0) / l₁ = x / l₁ by ring] at h3
  linear_combination h3
```

In the gap φ′ is constant. Then φ(x) − φ′(0)x has zero derivative, so φ(x) = φ(0) + φ′(0)x, surfaces included.

```lean
/-- In the gap the field is uniform and the potential is linear. -/
theorem gap_linear (h : IsCapacitorPotential V L l₁ l₂ φ) {x : ℝ} (hx : x ∈ Icc 0 L) :
    deriv φ x = deriv φ 0 ∧ φ x = φ 0 + deriv φ 0 * x := by
  have hs : ∀ y ∈ Icc 0 L, deriv φ y = deriv φ 0 := fun y hy =>
    eq_of_deriv_zero hy.1 h.continuous_deriv
      (fun z hz => h.gap z ⟨hz.1, hz.2.trans_le hy.2⟩)
  have hc := h.differentiable.continuous
  have hd : ∀ y ∈ Ioo 0 x, HasDerivAt (fun y => φ y - deriv φ 0 * y) 0 y := by
    intro y hy
    refine ((h.differentiable y).hasDerivAt.fun_sub
      ((hasDerivAt_id' y).const_mul (deriv φ 0))).congr_deriv ?_
    rw [hs y ⟨hy.1.le, hy.2.le.trans hx.2⟩]
    ring
  have h1 : φ x - deriv φ 0 * x = φ 0 - deriv φ 0 * 0 :=
    eq_of_deriv_zero hx.1 (by fun_prop) hd
  exact ⟨hs x hx, by linear_combination h1⟩
```

The right metal needs no reflection: φ′(L) = −φ(L)/l₂, with exponential decay beyond L.

```lean
/-- In the right metal the potential decays exponentially to zero, and its slope at the surface
is minus the surface potential divided by the screening length. -/
theorem right_electrode (h : IsCapacitorPotential V L l₁ l₂ φ) (h₂ : 0 < l₂) :
    deriv φ L = -(φ L) / l₂ ∧ ∀ x ≥ L, φ x = φ L * Real.exp (-(x - L) / l₂) := by
  obtain ⟨M, hM⟩ := h.bounded
  exact screened_halfline h₂ h.differentiable.continuous h.continuous_deriv
    (fun x _ => (h.differentiable x).hasDerivAt) h.right (fun x _ => hM x)
```

Put E = −φ′(0), which is also −φ′(L). The three potential drops are

V − φ(0) = E l₁,
φ(0) − φ(L) = E L,
φ(L) = E l₂.

Their sum is V = E(L + l₁ + l₂). The final `linear_combination` is this addition, and `Icc 0 L` in the statement is the closed gap.

```lean
/-- Throughout the gap the electric field is the voltage divided by the gap width plus the two
screening lengths. -/
theorem gap_field (h : IsCapacitorPotential V L l₁ l₂ φ) (hL : 0 < L) (h₁ : 0 < l₁)
    (h₂ : 0 < l₂) {x : ℝ} (hx : x ∈ Icc 0 L) : -deriv φ x = V / (L + l₁ + l₂) := by
  have e1 := (eq_div_iff h₁.ne').1 (left_electrode h h₁).1
  have e2 := (eq_div_iff h₂.ne').1 (right_electrode h h₂).1
  obtain ⟨e3, e4⟩ := gap_linear h (right_mem_Icc.2 hL.le)
  rw [e3] at e2
  rw [(gap_linear h hx).1, eq_div_iff (by positivity)]
  -- the three potential drops add up to V
  linear_combination e4 - e1 - e2
```

Equal metals have l₁ = l₂ = l.

```lean
/-- For two equal metals the field in the gap is `V / (L + 2 l)`. -/
theorem gap_field_symmetric {l : ℝ} (h : IsCapacitorPotential V L l l φ) (hL : 0 < L)
    (hl : 0 < l) {x : ℝ} (hx : x ∈ Icc 0 L) : -deriv φ x = V / (L + 2 * l) := by
  rw [gap_field h hL hl hl hx, show L + l + l = L + 2 * l by ring]
```

The drops also fix φ(0) = V − E l₁ and φ(L) = E l₂. Inserting them into the three regional solutions determines φ everywhere.

```lean
/-- The potential of the capacitor is the explicit profile, in the metals and in the gap. -/
theorem eq_profile (h : IsCapacitorPotential V L l₁ l₂ φ) (hL : 0 < L) (h₁ : 0 < l₁)
    (h₂ : 0 < l₂) : φ = profile V L l₁ l₂ := by
  have hE : -deriv φ 0 = gapField V L l₁ l₂ := gap_field h hL h₁ h₂ (left_mem_Icc.2 hL.le)
  have e1 := (eq_div_iff h₁.ne').1 (left_electrode h h₁).1
  have e2 := (eq_div_iff h₂.ne').1 (right_electrode h h₂).1
  rw [(gap_linear h (right_mem_Icc.2 hL.le)).1] at e2
  funext x
  unfold profile
  rw [← hE]
  split_ifs with hx hx'
  · rw [(left_electrode h h₁).2 x hx.le]
    linear_combination -Real.exp (x / l₁) * e1
  · rw [(gap_linear h ⟨not_lt.1 hx, hx'⟩).2]
    linear_combination -e1
  · rw [(right_electrode h h₂).2 x (not_le.1 hx').le]
    linear_combination Real.exp (-(x - L) / l₂) * e2
```

Conversely, the profile solves the problem. To differentiate it at a surface, two pieces with the same value and slope there are joined.

```lean
/-- Two pieces with the same value and the same slope at a point join to a function with that slope
there. -/
lemma glue {f p q : ℝ → ℝ} {a b c d : ℝ} (hb : b < a) (hc : a < c) (hp : HasDerivAt p d a)
    (hq : HasDerivAt q d a) (h1 : ∀ y ∈ Ioc b a, f y = p y) (h2 : ∀ y ∈ Ico a c, f y = q y) :
    HasDerivAt f d a := by
  have k1 := (hp.hasDerivWithinAt (s := Ioc b a)).congr h1 (h1 a ⟨hb, le_rfl⟩)
  have k2 := (hq.hasDerivWithinAt (s := Ico a c)).congr h2 (h2 a ⟨le_rfl, hc⟩)
  refine (k1.union k2).hasDerivAt (Filter.mem_of_superset (Ioo_mem_nhds hb hc) ?_)
  intro y hy
  rcases le_total y a with h | h
  · exact Or.inl ⟨hy.1, h⟩
  · exact Or.inr ⟨h, hy.2⟩
```

The pieces meet at V − E l₁ when x = 0 and at E l₂ when x = L. Their slopes,

−E exp(x/l₁), −E, −E exp(−(x − L)/l₂),

equal −E at both surfaces. The code writes them as one continuous function `S`. Differentiating again gives

−(E/l₁) exp(x/l₁) = (φ − V)/l₁²,
0,
(E/l₂) exp(−(x − L)/l₂) = φ/l₂².

Finally, φ = V − Ec with 0 ≤ c ≤ L + l₁ + l₂ everywhere, so φ is bounded. A solution therefore exists for every V, and by the preceding theorem it is unique.

```lean
/-- The explicit profile is a capacitor potential for every voltage, gap width and pair of
screening lengths. -/
theorem isCapacitorPotential_witness (V : ℝ) (hL : 0 < L) (h₁ : 0 < l₁) (h₂ : 0 < l₂) :
    IsCapacitorPotential V L l₁ l₂ (profile V L l₁ l₂) := by
  obtain ⟨E, hE⟩ : ∃ E, E = gapField V L l₁ l₂ := ⟨_, rfl⟩
  have hV : E * (L + l₁ + l₂) = V := by
    rw [hE, gapField, div_mul_cancel₀ _ (by positivity)]
  -- the three pieces, each valid up to its surfaces
  have pA : ∀ y ≤ 0, profile V L l₁ l₂ y = V - E * l₁ * Real.exp (y / l₁) := by
    intro y hy
    rcases hy.eq_or_lt with rfl | hy
    · simp [profile, hL.le, ← hE]
    · simp [profile, hy, ← hE]
  have pB : ∀ y, 0 ≤ y → y ≤ L → profile V L l₁ l₂ y = V - E * (l₁ + y) := by
    intro y h0 hy
    simp [profile, not_lt.2 h0, hy, ← hE]
  have pC : ∀ y ≥ L, profile V L l₁ l₂ y = E * l₂ * Real.exp (-(y - L) / l₂) := by
    intro y hy
    rcases hy.eq_or_lt with rfl | hy
    · rw [pB _ hL.le le_rfl, sub_self, neg_zero, zero_div, Real.exp_zero]
      linear_combination -hV
    · simp [profile, not_lt.2 (hL.trans hy).le, not_le.2 hy, ← hE]
  -- the slope, written as one continuous function
  obtain ⟨S, hS⟩ : ∃ S : ℝ → ℝ, S = fun x =>
    -E * Real.exp (min x 0 / l₁) * Real.exp (-(max (x - L) 0) / l₂) := ⟨_, rfl⟩
  have sA : ∀ y ≤ 0, S y = -E * Real.exp (y / l₁) := by
    intro y hy
    simp [hS, min_eq_left hy, max_eq_right (show y - L ≤ 0 by linarith)]
  have sB : ∀ y, 0 ≤ y → y ≤ L → S y = -E := by
    intro y h0 hy
    simp [hS, min_eq_right h0, max_eq_right (show y - L ≤ 0 by linarith)]
  have sC : ∀ y ≥ L, S y = -E * Real.exp (-(y - L) / l₂) := by
    intro y hy
    have hy0 : 0 ≤ y := hL.le.trans hy
    have hyL : 0 ≤ y - L := sub_nonneg.2 hy
    simp only [hS, min_eq_right hy0, max_eq_left hyL, zero_div, Real.exp_zero, mul_one]
  have eA : ∀ x, HasDerivAt (fun y => Real.exp (y / l₁)) (Real.exp (x / l₁) * (1 / l₁)) x :=
    fun x => ((hasDerivAt_id' x).div_const l₁).exp
  have eC : ∀ x, HasDerivAt (fun y => Real.exp (-(y - L) / l₂))
      (Real.exp (-(x - L) / l₂) * (-1 / l₂)) x :=
    fun x => ((((hasDerivAt_id' x).sub_const L).fun_neg).div_const l₂).exp
  have dA : ∀ x ≤ 0, HasDerivAt (fun y => V - E * l₁ * Real.exp (y / l₁)) (S x) x := by
    intro x hx
    refine (((eA x).const_mul (E * l₁)).const_sub V).congr_deriv ?_
    rw [sA x hx]
    field_simp
  have dB : ∀ x, 0 ≤ x → x ≤ L → HasDerivAt (fun y => V - E * (l₁ + y)) (S x) x := by
    intro x h0 hx
    refine ((((hasDerivAt_id' x).const_add l₁).const_mul E).const_sub V).congr_deriv ?_
    rw [sB x h0 hx, mul_one]
  have dC : ∀ x ≥ L, HasDerivAt (fun y => E * l₂ * Real.exp (-(y - L) / l₂)) (S x) x := by
    intro x hx
    refine ((eC x).const_mul (E * l₂)).congr_deriv ?_
    rw [sC x hx]
    field_simp
  have hd : ∀ x, HasDerivAt (profile V L l₁ l₂) (S x) x := by
    intro x
    rcases lt_trichotomy x 0 with hx | rfl | hx
    · exact glue (sub_one_lt x) hx (dA x hx.le) (dA x hx.le)
        (fun y hy => pA y (hy.2.trans hx.le)) (fun y hy => pA y hy.2.le)
    · exact glue (sub_one_lt 0) hL (dA 0 le_rfl) (dB 0 le_rfl hL.le)
        (fun y hy => pA y hy.2) (fun y hy => pB y hy.1 hy.2.le)
    rcases lt_trichotomy x L with hx' | rfl | hx'
    · exact glue hx hx' (dB x hx.le hx'.le) (dB x hx.le hx'.le)
        (fun y hy => pB y hy.1.le (hy.2.trans hx'.le))
        (fun y hy => pB y (hx.le.trans hy.1) hy.2.le)
    · exact glue hx (lt_add_one x) (dB x hx.le le_rfl) (dC x le_rfl)
        (fun y hy => pB y hy.1.le hy.2) (fun y hy => pC y hy.1)
    · exact glue hx' (lt_add_one x) (dC x hx'.le) (dC x hx'.le)
        (fun y hy => pC y hy.1.le) (fun y hy => pC y (hx'.le.trans hy.1))
  have hS' : deriv (profile V L l₁ l₂) = S := funext fun x => (hd x).deriv
  refine ⟨fun x => (hd x).differentiableAt, ?_, ⟨|V| + |E| * (L + l₁ + l₂), fun x => ?_⟩,
    fun x hx => ?_, fun x hx => ?_, fun x hx => ?_⟩
  · rw [hS', hS]
    fun_prop
  · -- the drop from V is E times a length between 0 and L + l₁ + l₂
    obtain ⟨c, hc0, hc1, hc⟩ : ∃ c, 0 ≤ c ∧ c ≤ L + l₁ + l₂ ∧
        profile V L l₁ l₂ x = V - E * c := by
      rcases le_total x 0 with hx | hx
      · have h1 : Real.exp (x / l₁) ≤ 1 :=
          Real.exp_le_one_iff.2 (div_nonpos_of_nonpos_of_nonneg hx h₁.le)
        have h2 := mul_le_mul_of_nonneg_left h1 h₁.le
        exact ⟨l₁ * Real.exp (x / l₁), by positivity, by linarith, by rw [pA x hx]; ring⟩
      rcases le_total x L with hx' | hx'
      · exact ⟨l₁ + x, by linarith, by linarith, pB x hx hx'⟩
      · have h1 : Real.exp (-(x - L) / l₂) ≤ 1 :=
          Real.exp_le_one_iff.2 (div_nonpos_of_nonpos_of_nonneg (by linarith) h₂.le)
        have h2 := mul_le_mul_of_nonneg_left h1 h₂.le
        have h3 : 0 < l₂ * Real.exp (-(x - L) / l₂) := by positivity
        exact ⟨L + l₁ + l₂ - l₂ * Real.exp (-(x - L) / l₂), by linarith, by linarith,
          by rw [pC x hx']; linear_combination hV⟩
    have h1 := abs_add_le V (-(E * c))
    rw [abs_neg, abs_mul, abs_of_nonneg hc0, ← sub_eq_add_neg] at h1
    rw [hc]
    linarith [mul_le_mul_of_nonneg_left hc1 (abs_nonneg E)]
  · rw [hS', pA x hx.le]
    have h1 := ((eA x).const_mul (-E)).congr_deriv
      (show _ = (V - E * l₁ * Real.exp (x / l₁) - V) / l₁ ^ 2 by field_simp; ring)
    exact glue (sub_one_lt x) hx h1 h1
      (fun y hy => sA y (hy.2.trans hx.le)) (fun y hy => sA y hy.2.le)
  · rw [hS']
    exact glue hx.1 hx.2 (hasDerivAt_const x (-E)) (hasDerivAt_const x (-E))
      (fun y hy => sB y hy.1.le (hy.2.trans hx.2.le))
      (fun y hy => sB y (hx.1.le.trans hy.1) hy.2.le)
  · rw [hS', pC x (le_of_lt hx)]
    have h1 := ((eC x).const_mul (-E)).congr_deriv
      (show _ = E * l₂ * Real.exp (-(x - L) / l₂) / l₂ ^ 2 by field_simp)
    exact glue hx (lt_add_one x) h1 h1
      (fun y hy => sC y hy.1.le) (fun y hy => sC y ((le_of_lt hx).trans hy.1))

end

end ThomasFermiCapacitor
```

```lean
#print axioms ThomasFermiCapacitor.screened_halfline
#print axioms ThomasFermiCapacitor.gap_field_symmetric
#print axioms ThomasFermiCapacitor.eq_profile
```

```
'ThomasFermiCapacitor.screened_halfline' depends on axioms: [propext, Classical.choice, Quot.sound]
'ThomasFermiCapacitor.gap_field_symmetric' depends on axioms: [propext, Classical.choice, Quot.sound]
'ThomasFermiCapacitor.eq_profile' depends on axioms: [propext, Classical.choice, Quot.sound]
```
